# The spin-1/2 Majumdar–Ghosh ring with \(J_1=1\) has no energy below \(-3N/8\) for any \(N\ge 3\)

A trial state for a spin ring gives an upper bound on the ground-state energy. To bracket that energy, one also needs a lower bound. Take a periodic ring of \(N\ge3\) spins 1/2 whose Hamiltonian is the sum over all sites \(i\) of the Heisenberg terms \(\mathbf S_i\cdot\mathbf S_{i+1}+\tfrac12\,\mathbf S_i\cdot\mathbf S_{i+2}\), with spin operators in units of \(\hbar\). Then \(-3N/8\) is a lower bound, for odd and even \(N\) alike, though not always the exact ground-state energy. A diagonalisation of this Hamiltonian that returns a lower value, beyond rounding, contains an error.

## Spins as functions on configurations

```lean
import Mathlib

open scoped ComplexConjugate ComplexOrder

namespace MajumdarGhoshBound

noncomputable section

variable {ι : Type*} [DecidableEq ι]
```

The type `ι` is the set of site labels. Opening `ComplexOrder` fixes the meaning of \(0\le z\) for complex \(z\): the imaginary part vanishes and the real part is nonnegative.

```lean
/-- The configuration `s` with the spin at site `i` reversed. -/
def flipAt (s : ι → Bool) (i : ι) : ι → Bool := Function.update s i (!s i)
```

A configuration \(s\) assigns `true` or `false` to every site. `flipAt s i` reverses the spin at \(i\).

```lean
/-- The sign of a spin: `+1` for up (`false`) and `-1` for down (`true`). -/
def sgn (b : Bool) : ℂ := if b then -1 else 1
```

This is the sign \(\sigma_i=\pm1\) of the spin at site \(i\), with `false` meaning up.

```lean
/-- The spin component `Sx` at site `i`, acting on wavefunctions. -/
def spinX (i : ι) (ψ : (ι → Bool) → ℂ) (s : ι → Bool) : ℂ := 1 / 2 * ψ (flipAt s i)
```

A wavefunction \(\psi\) gives a complex amplitude \(\psi(s)\) to each configuration. With \(\hbar=1\), \((S^x_i\psi)(s)=\tfrac12\psi(s^{i})\), where \(s^{i}\) is \(s\) with spin \(i\) flipped.

```lean
/-- The spin component `Sy` at site `i`, acting on wavefunctions. -/
def spinY (i : ι) (ψ : (ι → Bool) → ℂ) (s : ι → Bool) : ℂ :=
  -Complex.I / 2 * sgn (s i) * ψ (flipAt s i)
```

Likewise \((S^y_i\psi)(s)=-\tfrac{i}{2}\sigma_i\,\psi(s^{i})\), where the \(i\) in the prefactor is the imaginary unit. This is the usual Pauli convention.

```lean
/-- The spin component `Sz` at site `i`, acting on wavefunctions. -/
def spinZ (i : ι) (ψ : (ι → Bool) → ℂ) (s : ι → Bool) : ℂ := 1 / 2 * sgn (s i) * ψ s
```

The third component is diagonal: \((S^z_i\psi)(s)=\tfrac12\sigma_i\psi(s)\).

```lean
/-- The Heisenberg coupling `Sᵢ · Sⱼ`. -/
def spinDot (i j : ι) (ψ : (ι → Bool) → ℂ) (s : ι → Bool) : ℂ :=
  spinX i (spinX j ψ) s + spinY i (spinY j ψ) s + spinZ i (spinZ j ψ) s
```

This is \(\mathbf S_i\cdot\mathbf S_j\), built by applying one component after the other.

```lean
/-- The triangle operator `Sᵢ · Sⱼ + Sⱼ · Sₖ + Sᵢ · Sₖ + 3/4`. -/
def triangle (i j k : ι) (ψ : (ι → Bool) → ℂ) (s : ι → Bool) : ℂ :=
  spinDot i j ψ s + spinDot j k ψ s + spinDot i k ψ s + 3 / 4 * ψ s
```

The triangle operator is \(h_{ijk}=\mathbf S_i\cdot\mathbf S_j+\mathbf S_j\cdot\mathbf S_k+\mathbf S_i\cdot\mathbf S_k+\tfrac34\). The shift places the lowest energy of three coupled spins at zero.

```lean
/-- The scalar product of two wavefunctions. -/
def braket [Fintype ι] (φ ψ : (ι → Bool) → ℂ) : ℂ := ∑ s, conj (φ s) * ψ s
```

The scalar product is \(\langle\varphi,\psi\rangle=\sum_s\overline{\varphi(s)}\,\psi(s)\). Wavefunctions need not be normalised.

```lean
/-- The Majumdar-Ghosh Hamiltonian `∑ᵢ (Sᵢ · Sᵢ₊₁ + ½ Sᵢ · Sᵢ₊₂)` on a ring of `N` sites. -/
def hamiltonian (N : ℕ) [NeZero N] (ψ : (ZMod N → Bool) → ℂ) (s : ZMod N → Bool) : ℂ :=
  ∑ i : ZMod N, (spinDot i (i + 1) ψ s + 1 / 2 * spinDot i (i + 2) ψ s)
```

The sites are now `ZMod N`, the integers modulo \(N\), so addition of site labels supplies the periodic boundary. The Hamiltonian is \(H=\sum_i(\mathbf S_i\cdot\mathbf S_{i+1}+\tfrac12\mathbf S_i\cdot\mathbf S_{i+2})\). The sum runs over sites, not over pairs, which matters on the smallest rings: for \(N=4\) each of the two diagonal pairs occurs twice, so its total coupling is 1, not 1/2. Counting those pairs only once gives a different model, to which the bound below does not apply.

## Three exchanges on a triangle

```lean
/-- Exchanging two equal spins leaves the configuration unchanged. -/
theorem exchange_equal {s : ι → Bool} {i j : ι} (h : s i = s j) :
    s ∘ Equiv.swap i j = s := by
  funext x
  simp only [Function.comp_apply, Equiv.swap_apply_def]
  grind
```

In a theorem, the bracketed variables and hypotheses come first, then a colon and the claim, and then the proof after `:=`. Write \(s\circ(ij)\) for \(s\) with the spins at \(i\) and \(j\) exchanged. If \(s_i=s_j\), this is \(s\) itself. The proof compares the two configurations site by site (`funext`).

```lean
/-- On two distinct sites, `Sᵢ · Sⱼ` is half the exchange of the two spins minus `1/4`. -/
theorem spinDot_eq_exchange {i j : ι} (hij : i ≠ j) (ψ : (ι → Bool) → ℂ) (s : ι → Bool) :
    spinDot i j ψ s = 1 / 2 * ψ (s ∘ Equiv.swap i j) - 1 / 4 * ψ s := by
  have hj : flipAt s i j = s j := by
    unfold flipAt
    exact Function.update_of_ne hij.symm _ _
  have hI : Complex.I * Complex.I = -1 := Complex.I_mul_I
  by_cases h : s i = s j
  · -- parallel spins: the two flip terms cancel
    have hg : sgn (s i) * sgn (s j) = 1 := by
      rw [h]
      cases s j <;> simp [sgn]
    rw [exchange_equal h]
    simp only [spinDot, spinX, spinY, spinZ, hj]
    linear_combination (sgn (s i) * sgn (s j) * ψ (flipAt (flipAt s i) j) / 4) * hI
      + (-ψ (flipAt (flipAt s i) j) / 4 + ψ s / 4) * hg
  · -- antiparallel spins: flipping both is the same as exchanging them
    have hg : sgn (s i) * sgn (s j) = -1 := by
      revert h
      cases s i <;> cases s j <;> simp [sgn]
    have h1 : (!s i) = s j := by
      revert h
      cases s i <;> cases s j <;> simp
    have h2 : (!s j) = s i := by
      revert h
      cases s i <;> cases s j <;> simp
    have hs : s ∘ Equiv.swap i j = flipAt (flipAt s i) j := by
      funext x
      unfold flipAt
      simp only [Function.comp_apply, Equiv.swap_apply_def, Function.update_apply]
      grind
    rw [hs]
    simp only [spinDot, spinX, spinY, spinZ, hj]
    linear_combination (sgn (s i) * sgn (s j) * ψ (flipAt (flipAt s i) j) / 4) * hI
      + (-ψ (flipAt (flipAt s i) j) / 4 + ψ s / 4) * hg
```

For \(i\ne j\), the three components add up to

\[
(\mathbf S_i\cdot\mathbf S_j\,\psi)(s)=\tfrac14(1-\sigma_i\sigma_j)\,\psi(s^{ij})+\tfrac14\sigma_i\sigma_j\,\psi(s),
\]

where \(s^{ij}\) has both spins flipped. For parallel spins the result is \(\tfrac14\psi(s)\), and the exchange does nothing, so this equals \(\tfrac12\psi(s\circ(ij))-\tfrac14\psi(s)\). For antiparallel spins it is \(\tfrac12\psi(s^{ij})-\tfrac14\psi(s)\), and flipping both spins is the same as exchanging them. The proof splits into these two cases; `linear_combination` does the algebra from \(i^2=-1\) and the value of \(\sigma_i\sigma_j\).

```lean
/-- On three distinct sites, the triangle operator is half the sum of the three pair exchanges. -/
theorem triangle_eq {i j k : ι} (hij : i ≠ j) (hjk : j ≠ k) (hik : i ≠ k)
    (ψ : (ι → Bool) → ℂ) (s : ι → Bool) :
    triangle i j k ψ s = 1 / 2 * (ψ (s ∘ Equiv.swap i j) + ψ (s ∘ Equiv.swap j k)
      + ψ (s ∘ Equiv.swap i k)) := by
  rw [triangle, spinDot_eq_exchange hij, spinDot_eq_exchange hjk, spinDot_eq_exchange hik]
  ring
```

Adding three such formulas, the constants \(-\tfrac34+\tfrac34\) cancel:

\[
(h_{ijk}\psi)(s)=\tfrac12\big[\psi(s\circ(ij))+\psi(s\circ(jk))+\psi(s\circ(ik))\big].
\]

```lean
/-- The triangle operator produces wavefunctions symmetric under exchange of its first two
spins. -/
theorem triangle_symmetric {i j k : ι} (hij : i ≠ j) (hjk : j ≠ k) (hik : i ≠ k)
    (ψ : (ι → Bool) → ℂ) (s : ι → Bool) :
    triangle i j k ψ (s ∘ Equiv.swap i j) = triangle i j k ψ s := by
  have e0 : (s ∘ Equiv.swap i j) ∘ Equiv.swap i j = s := by
    funext x
    simp
  -- two of three spins 1/2 always point the same way
  have pigeon : s i = s j ∨ s j = s k ∨ s i = s k := by
    cases s i <;> cases s j <;> cases s k <;> simp
  rcases pigeon with h | h | h
  · rw [exchange_equal h]
  · have e1 : (s ∘ Equiv.swap i j) ∘ Equiv.swap j k
        = (s ∘ Equiv.swap j k) ∘ Equiv.swap i k := by
      funext x
      simp only [Function.comp_apply, Equiv.swap_apply_def]
      grind
    have e2 : (s ∘ Equiv.swap i j) ∘ Equiv.swap i k
        = (s ∘ Equiv.swap j k) ∘ Equiv.swap i j := by
      funext x
      simp only [Function.comp_apply, Equiv.swap_apply_def]
      grind
    rw [triangle_eq hij hjk hik, triangle_eq hij hjk hik, e0, e1, e2, exchange_equal h]
    ring
  · have e1 : (s ∘ Equiv.swap i j) ∘ Equiv.swap j k
        = (s ∘ Equiv.swap i k) ∘ Equiv.swap i j := by
      funext x
      simp only [Function.comp_apply, Equiv.swap_apply_def]
      grind
    have e2 : (s ∘ Equiv.swap i j) ∘ Equiv.swap i k
        = (s ∘ Equiv.swap i k) ∘ Equiv.swap j k := by
      funext x
      simp only [Function.comp_apply, Equiv.swap_apply_def]
      grind
    rw [triangle_eq hij hjk hik, triangle_eq hij hjk hik, e0, e1, e2, exchange_equal h]
    ring
```

The claim is that \((h_{ijk}\psi)(s\circ(ij))=(h_{ijk}\psi)(s)\). Among three two-valued spins, two agree (`pigeon`). If \(s_i=s_j\), there is nothing to do. If \(s_j=s_k\), then \(s\circ(jk)=s\), and composing exchanges gives

\[
s\circ(ij)\circ(jk)=s\circ(jk)\circ(ik)=s\circ(ik),\qquad
s\circ(ij)\circ(ik)=s\circ(jk)\circ(ij)=s\circ(ij).
\]

The left side is therefore \(\tfrac12[\psi(s)+\psi(s\circ(ik))+\psi(s\circ(ij))]\), which is the right side because \(\psi(s)=\psi(s\circ(jk))\). The case \(s_i=s_k\) is analogous. This is where spin 1/2 enters decisively.

```lean
/-- On three distinct sites, the expectation value of a triangle operator is two thirds of the
squared norm of the wavefunction it produces. -/
theorem triangle_expectation [Fintype ι] {i j k : ι} (hij : i ≠ j) (hjk : j ≠ k) (hik : i ≠ k)
    (ψ : (ι → Bool) → ℂ) :
    braket ψ (triangle i j k ψ) = 2 / 3 * ∑ s, (‖triangle i j k ψ s‖ : ℂ) ^ 2 := by
  have rot : ∀ s, triangle i j k ψ s = triangle j k i ψ s := fun s => by
    rw [triangle_eq hij hjk hik, triangle_eq hjk hik.symm hij.symm,
      Equiv.swap_comm k i, Equiv.swap_comm j i]
    ring
  have rot' : ∀ s, triangle i j k ψ s = triangle k i j ψ s := fun s => by
    rw [triangle_eq hij hjk hik, triangle_eq hik.symm hij hjk.symm,
      Equiv.swap_comm k i, Equiv.swap_comm k j]
    ring
  -- an exchange can be moved off the bra by relabelling configurations
  have move : ∀ p q : ι,
      (∀ s, triangle i j k ψ (s ∘ Equiv.swap p q) = triangle i j k ψ s) →
      ∑ s, conj (ψ (s ∘ Equiv.swap p q)) * triangle i j k ψ s
        = braket ψ (triangle i j k ψ) := by
    intro p q h
    have inv : Function.Involutive (fun s : ι → Bool => s ∘ Equiv.swap p q) := by
      intro s
      funext x
      simp
    have t := Equiv.sum_comp inv.toPerm (fun s => conj (ψ s) * triangle i j k ψ s)
    refine (Finset.sum_congr rfl fun s _ => ?_).trans t
    change _ = conj (ψ (s ∘ Equiv.swap p q)) * triangle i j k ψ (s ∘ Equiv.swap p q)
    rw [h]
  have m1 := move i j (triangle_symmetric hij hjk hik ψ)
  have m2 := move j k fun s => by
    rw [rot, rot, triangle_symmetric hjk hik.symm hij.symm]
  have m3 := move i k fun s => by
    rw [rot', rot', Equiv.swap_comm i k, triangle_symmetric hik.symm hij hjk.symm]
  have key : ∑ s, (‖triangle i j k ψ s‖ : ℂ) ^ 2
      = 1 / 2 * (∑ s, conj (ψ (s ∘ Equiv.swap i j)) * triangle i j k ψ s
        + ∑ s, conj (ψ (s ∘ Equiv.swap j k)) * triangle i j k ψ s
        + ∑ s, conj (ψ (s ∘ Equiv.swap i k)) * triangle i j k ψ s) := by
    rw [← Finset.sum_add_distrib, ← Finset.sum_add_distrib, Finset.mul_sum]
    refine Finset.sum_congr rfl fun s _ => ?_
    have t : conj (triangle i j k ψ s) = 1 / 2 * (conj (ψ (s ∘ Equiv.swap i j))
        + conj (ψ (s ∘ Equiv.swap j k)) + conj (ψ (s ∘ Equiv.swap i k))) := by
      have c2 : conj (2 : ℂ) = 2 := map_ofNat (starRingEnd ℂ) 2
      rw [triangle_eq hij hjk hik]
      simp [c2]
    rw [← Complex.conj_mul', t]
    ring
  rw [key, m1, m2, m3]
  ring
```

Expand one factor of the squared norm with the exchange formula:

\[
\|h_{ijk}\psi\|^2=\tfrac12\sum_{\tau}\sum_s\overline{\psi(s\circ\tau)}\,(h_{ijk}\psi)(s),\qquad \tau\in\{(ij),(jk),(ik)\}.
\]

Relabel \(s\to s\circ\tau\) in each inner sum. Since \(h_{ijk}\psi\) is unchanged by \(\tau\), each inner sum equals \(\langle\psi,h_{ijk}\psi\rangle\). Hence \(\|h_{ijk}\psi\|^2=\tfrac32\langle\psi,h_{ijk}\psi\rangle\), which is the claim. In the proof, `rot` and `rot'` carry the symmetry from the first pair to the other two, `move` performs the relabelling, and `key` is the expansion.

The device on which this turns is `Equiv.sum_comp`. It says that \(\sum_s f(e(s))=\sum_s f(s)\) for any bijection \(e\), the discrete form of a change of variables with unit Jacobian. Lean needs the bijection as an object: `inv` shows that exchanging twice restores \(s\), and `inv.toPerm` turns that into a permutation of the configurations.

## From triangles to the ring

```lean
/-- The Hamiltonian plus `3N/8` is half the sum of the overlapping triangle operators. -/
theorem triangle_decomposition (N : ℕ) [NeZero N] (ψ : (ZMod N → Bool) → ℂ)
    (s : ZMod N → Bool) :
    hamiltonian N ψ s + 3 * N / 8 * ψ s
      = 1 / 2 * ∑ i : ZMod N, triangle i (i + 1) (i + 2) ψ s := by
  -- each nearest-neighbour bond lies in two triangles
  have shift : ∑ i : ZMod N, spinDot (i + 1) (i + 2) ψ s
      = ∑ i : ZMod N, spinDot i (i + 1) ψ s := by
    have t := Equiv.sum_comp (Equiv.addRight (1 : ZMod N)) (fun i => spinDot i (i + 1) ψ s)
    refine (Finset.sum_congr rfl fun i _ => ?_).trans t
    change _ = spinDot (i + 1) (i + 1 + 1) ψ s
    rw [add_assoc, one_add_one_eq_two]
  simp only [hamiltonian, triangle, Finset.sum_add_distrib, shift, ← Finset.mul_sum,
    Finset.sum_const, Finset.card_univ, ZMod.card, nsmul_eq_mul]
  ring
```

Write \(h_i=h_{i,i+1,i+2}\). Summing over the ring,

\[
\sum_i h_i=\sum_i\big(\mathbf S_i\cdot\mathbf S_{i+1}+\mathbf S_{i+1}\cdot\mathbf S_{i+2}+\mathbf S_i\cdot\mathbf S_{i+2}\big)+\tfrac{3N}4 .
\]

Shifting the index by one makes the second sum equal to the first, so half the total is \(H+3N/8\). The step `shift` uses `Equiv.sum_comp` again, now with translation by one site. No parity of \(N\) is involved.

```lean
/-- For `N ≥ 3`, the expectation value of `H + 3N/8` is one third of the sum of the squared
norms of the triangle operators applied to the wavefunction. -/
theorem energy_sum_of_squares (N : ℕ) [NeZero N] (hN : 3 ≤ N) (ψ : (ZMod N → Bool) → ℂ) :
    braket ψ (fun s => hamiltonian N ψ s + 3 * N / 8 * ψ s)
      = ((1 / 3 * ∑ i : ZMod N, ∑ s, ‖triangle i (i + 1) (i + 2) ψ s‖ ^ 2 : ℝ) : ℂ) := by
  have n1 : (1 : ZMod N) ≠ 0 := fun h => by
    have d := (CharP.cast_eq_zero_iff (ZMod N) N 1).1 (by exact_mod_cast h)
    have := Nat.le_of_dvd (by norm_num) d
    omega
  have n2 : (2 : ZMod N) ≠ 0 := fun h => by
    have d := (CharP.cast_eq_zero_iff (ZMod N) N 2).1 (by exact_mod_cast h)
    have := Nat.le_of_dvd (by norm_num) d
    omega
  have h1 : braket ψ (fun s => hamiltonian N ψ s + 3 * N / 8 * ψ s)
      = 1 / 2 * ∑ i : ZMod N, braket ψ (triangle i (i + 1) (i + 2) ψ) := by
    simp only [braket, triangle_decomposition, Finset.mul_sum]
    rw [Finset.sum_comm]
    exact Finset.sum_congr rfl fun i _ => Finset.sum_congr rfl fun s _ => by ring
  have h2 : ∀ i : ZMod N, braket ψ (triangle i (i + 1) (i + 2) ψ)
      = 2 / 3 * ∑ s, (‖triangle i (i + 1) (i + 2) ψ s‖ : ℂ) ^ 2 := fun i =>
    triangle_expectation (fun h => n1 (by linear_combination -h))
      (fun h => n1 (by linear_combination -h)) (fun h => n2 (by linear_combination -h)) ψ
  rw [h1, Finset.sum_congr rfl fun i _ => h2 i, ← Finset.mul_sum]
  push_cast
  ring
```

Combining the last two results gives the exact identity

\[
\Big\langle\psi,\Big(H+\tfrac{3N}8\Big)\psi\Big\rangle=\tfrac12\sum_i\tfrac23\|h_i\psi\|^2=\tfrac13\sum_i\|h_i\psi\|^2 .
\]

The hypothesis \(N\ge3\) makes the sites \(i,i+1,i+2\) distinct: `n1` and `n2` show that 1 and 2 are nonzero modulo \(N\), because \(N\) divides neither.

```lean
/-- For every ring of `N ≥ 3` spins 1/2, odd or even, `H + 3N/8` is positive semidefinite. -/
theorem majumdarGhosh_lower_bound (N : ℕ) [NeZero N] (hN : 3 ≤ N)
    (ψ : (ZMod N → Bool) → ℂ) :
    0 ≤ braket ψ (fun s => hamiltonian N ψ s + 3 * N / 8 * ψ s) := by
  rw [energy_sum_of_squares N hN]
  exact Complex.zero_le_real.mpr (by positivity)
```

A sum of squares is nonnegative, so \(H+3N/8\) is positive semidefinite. By the order on complex numbers fixed at the start, the statement also says that the expectation value is real. For a normalised state it reads \(\langle H\rangle\ge-3N/8\).

## When the bound is reached

```lean
/-- The expectation value of `H + 3N/8` vanishes exactly when every triangle operator
annihilates the wavefunction. -/
theorem bound_saturated_iff (N : ℕ) [NeZero N] (hN : 3 ≤ N) (ψ : (ZMod N → Bool) → ℂ) :
    braket ψ (fun s => hamiltonian N ψ s + 3 * N / 8 * ψ s) = 0
      ↔ ∀ (i : ZMod N) (s : ZMod N → Bool), triangle i (i + 1) (i + 2) ψ s = 0 := by
  rw [energy_sum_of_squares N hN, Complex.ofReal_eq_zero]
  constructor
  · intro h i s
    have h0 : ∑ i : ZMod N, ∑ s, ‖triangle i (i + 1) (i + 2) ψ s‖ ^ 2 = 0 := by linarith
    have hi := (Finset.sum_eq_zero_iff_of_nonneg fun i _ =>
      Finset.sum_nonneg fun s _ => sq_nonneg _).1 h0 i (Finset.mem_univ i)
    have hs := (Finset.sum_eq_zero_iff_of_nonneg fun s _ => sq_nonneg _).1 hi s
      (Finset.mem_univ s)
    exact norm_eq_zero.1 (pow_eq_zero_iff (two_ne_zero)|>.1 hs)
  · intro h
    simp [h]
```

A sum of nonnegative terms vanishes only if each term does. A normalised state therefore has energy exactly \(-3N/8\) if and only if \(h_i\psi=0\) for every \(i\), which means that every three consecutive spins are in their lowest-energy sector, total spin 1/2.

The theorem does not say for which \(N\) such a state exists. The Majumdar–Ghosh model is best known for its dimerised ground states on even rings, products of nearest-neighbour singlets that do reach the bound; they are not constructed here.

The smallest ring can be solved directly. For \(N=3\), the second neighbour on one side is the first neighbour on the other, so \(H=\tfrac32(\mathbf S_0\cdot\mathbf S_1+\mathbf S_1\cdot\mathbf S_2+\mathbf S_2\cdot\mathbf S_0)\). For total spin 1/2 the bracket is \(\tfrac12(\tfrac34-\tfrac94)=-\tfrac34\), which gives \(E=-\tfrac98=-3N/8\). The bound is thus attained on this odd ring too; the calculation says nothing about longer odd rings.

```lean
/-- Every real energy eigenvalue of the ring is at least `-3N/8`. -/
theorem eigenvalue_lower_bound (N : ℕ) [NeZero N] (hN : 3 ≤ N) (ψ : (ZMod N → Bool) → ℂ)
    (hψ : ψ ≠ 0) (E : ℝ) (hE : ∀ s, hamiltonian N ψ s = E * ψ s) :
    -(3 * N / 8 : ℝ) ≤ E := by
  have h := majumdarGhosh_lower_bound N hN ψ
  have e : braket ψ (fun s => hamiltonian N ψ s + 3 * N / 8 * ψ s)
      = (((E + 3 * N / 8) * ∑ s, ‖ψ s‖ ^ 2 : ℝ) : ℂ) := by
    push_cast
    rw [braket, Finset.mul_sum]
    refine Finset.sum_congr rfl fun s _ => ?_
    rw [hE, ← Complex.conj_mul']
    ring
  rw [e] at h
  have h' := Complex.zero_le_real.mp h
  obtain ⟨s, hs⟩ := Function.ne_iff.mp hψ
  have hpos : 0 < ∑ s, ‖ψ s‖ ^ 2 :=
    Finset.sum_pos' (fun _ _ => sq_nonneg _)
      ⟨s, Finset.mem_univ s, pow_pos (norm_pos_iff.mpr hs) 2⟩
  by_contra hlt
  have hneg : E + 3 * N / 8 < 0 := by linarith [lt_of_not_ge hlt]
  linarith [mul_neg_of_neg_of_pos hneg hpos]

end

end MajumdarGhoshBound
```

If \(H\psi=E\psi\) with \(\psi\ne0\), the expectation value becomes \((E+3N/8)\sum_s|\psi(s)|^2\ge0\). The norm is positive because some amplitude is nonzero, so \(E\ge-3N/8\). The proof assumes the opposite and reaches a contradiction. Taking \(E\) real matches the Hermitian Hamiltonian.

```lean
#print axioms MajumdarGhoshBound.majumdarGhosh_lower_bound
#print axioms MajumdarGhoshBound.bound_saturated_iff
#print axioms MajumdarGhoshBound.eigenvalue_lower_bound
```

```
'MajumdarGhoshBound.majumdarGhosh_lower_bound' depends on axioms: [propext, Classical.choice, Quot.sound]
'MajumdarGhoshBound.bound_saturated_iff' depends on axioms: [propext, Classical.choice, Quot.sound]
'MajumdarGhoshBound.eigenvalue_lower_bound' depends on axioms: [propext, Classical.choice, Quot.sound]
```
